# Direct and exchange elements of an exciton kernel on a ring: the interaction at k − k′ and at the pair momentum Q

Lifting an electron from a valence state $v,k$ to a conduction state $c,k+Q$ leaves an electron–hole pair of momentum $Q$. On a ring of $N$ cells, with a static, translation-invariant interaction $w$ between site densities, the direct element between two such pairs is

$$D=N\sum_{s,s'}\overline{u_{c,k+Q}(s)}\,u_{c',k'+Q}(s)\;\hat w_{ss'}(k-k')\;\overline{u_{v'k'}(s')}\,u_{vk}(s'),$$

and the exchange element is

$$X=N\sum_{s,s'}\overline{u_{c,k+Q}(s)}\,u_{vk}(s)\;\hat w_{ss'}(Q)\;\overline{u_{v'k'}(s')}\,u_{c',k'+Q}(s').$$

Here $s,s'$ label the orbitals of a cell, the band states are $e^{2\pi i kR/N}u(s)$ in cell $R$, not normalised over the ring, and $\hat w$ is the lattice Fourier transform of $w$. For vertical transitions, $Q=0$, exchange therefore involves only $\hat w(0)$. Up to signs, spin factors and normalisation, and with $w$ screened in $D$ but bare in $X$, these are the two interaction terms between such pairs in the usual approximation to the Bethe–Salpeter equation for excitons, here for a finite one-dimensional ring and a frequency-independent interaction.

## Band states and densities on the ring

Cells and momenta are both elements of `ZMod N`, the integers modulo $N$. The finite type `S` holds the orbitals of a cell, and `B` holds the band labels. The type `X` in the code is an arbitrary set of points, not the exchange element.

In Lean 4 with Mathlib:

```lean
import Mathlib

open scoped ComplexConjugate

namespace BetheSalpeterLattice

noncomputable section

variable {N : ℕ} [NeZero N] {S B X : Type*} [Fintype S]
```

A band state is $\psi_k(R,s)=e^{2\pi i kR/N}u(s)$. The label $k$ is an integer modulo $N$, so the phase per cell is $2\pi k/N$. The phase depends on the cell only: unlike the usual cell-periodic function, $u$ also contains any phase due to an orbital's position within the cell.

```lean
/-- The unnormalised Bloch function with crystal momentum `k` and cell function `u`
on the sites `(R, s)` of a ring of `N` cells. -/
def bloch (k : ZMod N) (u : S → ℂ) (x : ZMod N × S) : ℂ :=
  ZMod.stdAddChar (k * x.1) * u x.2
```

Two states $\varphi,\psi$ form the pair density $\overline{\varphi(x)}\,\psi(x)$.

```lean
/-- The pair density `conj φ * ψ` of two functions. -/
def pairDensity (φ ψ : X → ℂ) (x : X) : ℂ := conj (φ x) * ψ x
```

Two densities $f,g$ interact through the full double sum

$$\sum_{R,s}\sum_{R',s'}f(R,s)\,w(R-R',s,s')\,g(R',s'),$$

which includes coinciding sites and has no factor $\tfrac12$. No symmetry or reality of $w$ is required. That the Coulomb integrals over continuous orbitals reduce to this density–density form is assumed; for a real crystal this is an approximation.

```lean
/-- The interaction `w (R - R') s s'` summed over all pairs of sites with two densities. -/
def interaction (w : ZMod N → S → S → ℂ) (f g : ZMod N × S → ℂ) : ℂ :=
  ∑ x, ∑ y, f x * w (x.1 - y.1) x.2 y.2 * g y
```

The transform is $\hat w_{ss'}(q)=\sum_R e^{-2\pi i qR/N}\,w(R,s,s')$, a matrix in the orbitals.

```lean
/-- The lattice Fourier transform of the interaction at momentum `q`,
a matrix in the orbitals of one cell. -/
def latticeFT (w : ZMod N → S → S → ℂ) (q : ZMod N) (s s' : S) : ℂ :=
  ∑ R, ZMod.stdAddChar (-(q * R)) * w R s s'
```

What remains after the lattice sums is a contraction within one cell, $\sum_{s,s'}f(s)M_{ss'}g(s')$.

```lean
/-- The sum over the orbitals of one cell of two cell densities with a matrix `M`. -/
def cellSum (M : S → S → ℂ) (f g : S → ℂ) : ℂ :=
  ∑ s, ∑ s', f s * M s s' * g s'
```

## The two matrix elements as site sums

In the direct element, the density formed by the two electron states interacts with the density formed by the two hole states. The cell functions `u` may depend on band and momentum, and need not be eigenstates or normalised.

```lean
/-- The direct element between the transitions `v,k → c,k+Q` and `v',k' → c',k'+Q`:
the electron pair density interacts with the hole pair density. -/
def direct (w : ZMod N → S → S → ℂ) (u : B → ZMod N → S → ℂ) (Q : ZMod N)
    (v c : B) (k : ZMod N) (v' c' : B) (k' : ZMod N) : ℂ :=
  interaction w
    (pairDensity (bloch (k + Q) (u c (k + Q))) (bloch (k' + Q) (u c' (k' + Q))))
    (pairDensity (bloch k' (u v' k')) (bloch k (u v k)))
```

In the exchange element, each density combines the electron and hole states of one transition.

```lean
/-- The exchange element between the transitions `v,k → c,k+Q` and `v',k' → c',k'+Q`:
the two transition densities interact with each other. -/
def exchange (w : ZMod N → S → S → ℂ) (u : B → ZMod N → S → ℂ) (Q : ZMod N)
    (v c : B) (k : ZMod N) (v' c' : B) (k' : ZMod N) : ℂ :=
  interaction w
    (pairDensity (bloch (k + Q) (u c (k + Q))) (bloch k (u v k)))
    (pairDensity (bloch k' (u v' k')) (bloch (k' + Q) (u c' (k' + Q))))
```

In the usual exciton Hamiltonian the direct term carries a minus sign and the screened interaction, while exchange carries the bare one and a spin factor. The definitions leave out signs and spin factors, and `w` can be chosen separately for each element.

## Phases and their sums

For integer $k$ and $R$, Mathlib's standard character `ZMod.stdAddChar` is the familiar exponential, so `bloch` is the state written above.

```lean
omit [Fintype S] in
/-- For integer labels `k` and `R` the Bloch function is `exp (2πi k R / N) u(s)`. -/
theorem bloch_intCast (k R : ℤ) (u : S → ℂ) (s : S) :
    bloch (k : ZMod N) u ((R : ZMod N), s)
      = Complex.exp (2 * Real.pi * Complex.I * (k * R) / N) * u s := by
  have h := ZMod.stdAddChar_coe (N := N) (k * R)
  push_cast at h
  simp only [bloch]
  rw [h]
```

Conjugation reverses a phase, and phases multiply by adding exponents:

$$\overline{e^{2\pi i kR/N}u(s)}\;e^{2\pi i k'R/N}u'(s)=e^{2\pi i(k'-k)R/N}\,\overline{u(s)}\,u'(s).$$

A pair density is thus itself a Bloch function, with momentum $k'-k$. The proof uses the same two rules for the character.

```lean
omit [Fintype S] in
/-- The pair density of two Bloch functions is a Bloch function that carries the
difference of their momenta. -/
theorem pairDensity_bloch (k k' : ZMod N) (u u' : S → ℂ) :
    pairDensity (bloch k u) (bloch k' u') = bloch (k' - k) (pairDensity u u') := by
  funext x
  have h : conj (ZMod.stdAddChar (k * x.1) : ℂ) = ZMod.stdAddChar (-(k * x.1)) :=
    (AddChar.map_neg_eq_conj _ _).symm
  have e : (k' - k) * x.1 = -(k * x.1) + k' * x.1 := by ring
  simp only [pairDensity, bloch, map_mul]
  rw [h, e, AddChar.map_add_eq_mul]
  ring
```

Let $\Sigma=\sum_R e^{2\pi i aR/N}$. If $a=0$, every term is 1 and $\Sigma=N$. Otherwise, shifting $R$ by one cell gives $\Sigma=e^{2\pi i a/N}\Sigma$ with a factor different from 1, so $\Sigma=0$. Mathlib supplies this as a property of primitive characters.

```lean
/-- The phases of momentum `a` summed over the lattice give `N` if `a = 0` and
cancel otherwise. -/
theorem sum_phase (a : ZMod N) :
    ∑ R : ZMod N, (ZMod.stdAddChar (R * a) : ℂ) = if a = 0 then (N : ℂ) else 0 := by
  have h := AddChar.sum_mulShift a (ZMod.isPrimitive_stdAddChar N)
  by_cases ha : a = 0
  · subst ha
    simp [ZMod.card]
  · simpa [ha] using h
```

## Separating the relative coordinate

Take Bloch densities of momenta $p$ and $q$ with cell parts $f$ and $g$. For fixed $s,s'$, substitute $R=T+R'$:

$$\sum_{R,R'}e^{2\pi i(pR+qR')/N}w(R-R',s,s')=\Big(\sum_{R'}e^{2\pi i(p+q)R'/N}\Big)\Big(\sum_T e^{2\pi i pT/N}w(T,s,s')\Big).$$

The second factor is $\hat w_{ss'}(-p)$. The first is $N$ if $p+q=0$ and zero otherwise, which is momentum conservation.

In the proof, `key` is this identity with $f(s)$ and $g(s')$ included: `Equiv.addRight R'` performs the substitution and `phase` regroups the exponents. Then `swap` moves the lattice sums inside the orbital sums, and the two cases of $p+q$ finish the argument.

```lean
/-- Two Bloch densities of momenta `p` and `q` interact only if `p + q = 0`, and then
through the lattice transform of the interaction at `-p`. -/
theorem interaction_bloch (w : ZMod N → S → S → ℂ) (p q : ZMod N) (f g : S → ℂ) :
    interaction w (bloch p f) (bloch q g)
      = if p + q = 0 then N * cellSum (latticeFT w (-p)) f g else 0 := by
  -- for fixed orbitals, the sums over `R'` and over the relative coordinate separate
  have key : ∀ s s' : S, ∑ R : ZMod N, ∑ R' : ZMod N,
      ZMod.stdAddChar (p * R) * f s * w (R - R') s s' * (ZMod.stdAddChar (q * R') * g s')
      = (∑ R' : ZMod N, (ZMod.stdAddChar (R' * (p + q)) : ℂ))
        * (f s * latticeFT w (-p) s s' * g s') := by
    intro s s'
    rw [Finset.sum_comm, Finset.sum_mul]
    refine Finset.sum_congr rfl fun R' _ => ?_
    rw [← Equiv.sum_comp (Equiv.addRight R')]
    simp only [latticeFT, Finset.mul_sum, Finset.sum_mul, Equiv.coe_addRight,
      add_sub_cancel_right]
    refine Finset.sum_congr rfl fun T _ => ?_
    have phase : (ZMod.stdAddChar (p * (T + R')) : ℂ) * ZMod.stdAddChar (q * R')
        = ZMod.stdAddChar (R' * (p + q)) * ZMod.stdAddChar (-(-p * T)) := by
      rw [← AddChar.map_add_eq_mul, ← AddChar.map_add_eq_mul]
      congr 1
      ring
    linear_combination (f s * w T s s' * g s') * phase
  -- collect the lattice sums inside the orbital sums
  have swap : interaction w (bloch p f) (bloch q g)
      = ∑ s, ∑ s', ∑ R : ZMod N, ∑ R' : ZMod N,
        ZMod.stdAddChar (p * R) * f s * w (R - R') s s'
          * (ZMod.stdAddChar (q * R') * g s') := by
    simp only [interaction, bloch, Fintype.sum_prod_type]
    refine Finset.sum_comm.trans (Finset.sum_congr rfl fun s _ => ?_)
    symm
    refine Finset.sum_comm.trans (Finset.sum_congr rfl fun R _ => ?_)
    exact Finset.sum_comm
  rw [swap]
  simp only [key, sum_phase]
  by_cases h : p + q = 0
  · simp only [if_pos h, cellSum, Finset.mul_sum]
  · simp [h]
```

## Momentum k − k′ in the direct element

The electron density has momentum $p=(k'+Q)-(k+Q)=k'-k$, and the hole density has $q=k-k'$. They add to zero, and $-p=k-k'$. The pair momentum $Q$ drops out of the transform and remains only in the electron cell functions.

```lean
/-- The direct element is `N` times the cell sum of the electron and hole pair densities
with the lattice transform of the interaction at `k - k'`. -/
theorem direct_eq (w : ZMod N → S → S → ℂ) (u : B → ZMod N → S → ℂ) (Q : ZMod N)
    (v c : B) (k : ZMod N) (v' c' : B) (k' : ZMod N) :
    direct w u Q v c k v' c' k'
      = N * cellSum (latticeFT w (k - k'))
          (pairDensity (u c (k + Q)) (u c' (k' + Q))) (pairDensity (u v' k') (u v k)) := by
  have e : -(k' + Q - (k + Q)) = k - k' := by ring
  rw [direct, pairDensity_bloch, pairDensity_bloch, interaction_bloch,
    if_pos (by ring), e]
```

With states normalised over the ring, each carries a further $1/\sqrt N$ (for normalised $u$), and the prefactor $N$ becomes $1/N$.

In a calculation, $\hat w$ is tabulated once for the $N$ momenta of the grid. The entry for $k,k'$ then needs one lookup and a sum over $s,s'$, in place of the double sum over all sites. With $N=8$, $k=1$ and $k'=6$, the difference $-5$ is read modulo 8, and the matrix used is $\hat w(3)$. In a plane-wave calculation, reciprocal lattice vectors take the role of $s,s'$.

## Momentum Q in the exchange element

Now the first density has momentum $p=k-(k+Q)=-Q$ and the second has $q=Q$. Again they add to zero, and $-p=Q$ for every $k$ and $k'$.

```lean
/-- The exchange element is `N` times the cell sum of the two transition densities with
the lattice transform of the interaction at the transferred momentum `Q`. -/
theorem exchange_eq (w : ZMod N → S → S → ℂ) (u : B → ZMod N → S → ℂ) (Q : ZMod N)
    (v c : B) (k : ZMod N) (v' c' : B) (k' : ZMod N) :
    exchange w u Q v c k v' c' k'
      = N * cellSum (latticeFT w Q)
          (pairDensity (u c (k + Q)) (u v k)) (pairDensity (u v' k') (u c' (k' + Q))) := by
  have e : -(k - (k + Q)) = Q := by ring
  rw [exchange, pairDensity_bloch, pairDensity_bloch, interaction_bloch,
    if_pos (by ring), e]
```

## An interaction within one cell

If $w(R)=0$ for $R\neq0$, only one term of the transform survives, and $\hat w(q)=w(0)$ for every $q$. The direct element can then depend on $k$ and $k'$ only through the cell functions.

```lean
/-- For an interaction confined to a single cell, the direct element contains only the
interaction matrix of that cell, whatever `k - k'` is. -/
theorem direct_of_onsite (w : ZMod N → S → S → ℂ) (hw : ∀ R, R ≠ 0 → w R = 0)
    (u : B → ZMod N → S → ℂ) (Q : ZMod N)
    (v c : B) (k : ZMod N) (v' c' : B) (k' : ZMod N) :
    direct w u Q v c k v' c' k'
      = N * cellSum (w 0)
          (pairDensity (u c (k + Q)) (u c' (k' + Q))) (pairDensity (u v' k') (u v k)) := by
  have h : latticeFT w (k - k') = w 0 := by
    funext s s'
    unfold latticeFT
    rw [Finset.sum_eq_single 0]
    · simp
    · intro R _ hR
      simp [hw R hR]
    · simp
  rw [direct_eq, h]
```

## Vertical exchange without orbital resolution

Suppose $w(R,s,s')=g(R)$, so that the interaction does not distinguish orbitals within a cell. At $Q=0$ the cell sum factorises:

$$X=N\Big(\sum_s\overline{u_{ck}(s)}\,u_{vk}(s)\Big)\Big(\sum_R g(R)\Big)\Big(\sum_{s'}\overline{u_{v'k'}(s')}\,u_{c'k'}(s')\Big).$$

The first factor is the overlap of the conduction and valence cell functions at $k$. It vanishes by the hypothesis `horth`, which holds for eigenvectors of a Hermitian Bloch Hamiltonian with different energies. In the proof, `fac` is the factorisation and `h0` the vanishing overlap.

```lean
/-- For vertical transitions (`Q = 0`) and an interaction that depends only on the cell
displacement, exchange vanishes if the conduction and valence cell functions at `k` are orthogonal.
-/
theorem exchange_vertical_eq_zero (g : ZMod N → ℂ) (u : B → ZMod N → S → ℂ)
    (v c : B) (k : ZMod N) (v' c' : B) (k' : ZMod N)
    (horth : ∑ s, conj (u c k s) * u v k s = 0) :
    exchange (fun R _ _ => g R) u 0 v c k v' c' k' = 0 := by
  -- the cell sum factorises, and its first factor is the overlap
  have fac : ∀ a b : S → ℂ, cellSum (latticeFT (fun R _ _ => g R) 0) a b
      = (∑ s, a s) * ∑ s', (∑ R : ZMod N, ZMod.stdAddChar (-(0 * R)) * g R) * b s' := by
    intro a b
    rw [Finset.sum_mul_sum]
    exact Finset.sum_congr rfl fun s _ => Finset.sum_congr rfl fun s' _ => mul_assoc _ _ _
  have h0 : ∑ s, pairDensity (u c (k + 0)) (u v k) s = 0 := by
    rw [add_zero]
    exact horth
  rw [exchange_eq, fac, h0, zero_mul, mul_zero]

end

end BetheSalpeterLattice
```

```lean
#print axioms BetheSalpeterLattice.bloch_intCast
#print axioms BetheSalpeterLattice.exchange_eq
#print axioms BetheSalpeterLattice.direct_of_onsite
#print axioms BetheSalpeterLattice.exchange_vertical_eq_zero
```

```
'BetheSalpeterLattice.bloch_intCast' depends on axioms: [propext, Classical.choice, Quot.sound]
'BetheSalpeterLattice.exchange_eq' depends on axioms: [propext, Classical.choice, Quot.sound]
'BetheSalpeterLattice.direct_of_onsite' depends on axioms: [propext, Classical.choice, Quot.sound]
'BetheSalpeterLattice.exchange_vertical_eq_zero' depends on axioms: [propext, Classical.choice, Quot.sound]
```
